# The slope of repeated SP2 double steps at the fixed occupation (√5 − 1)/2

SP2 purification works on occupation numbers between 0 and 1. One of its polynomials sends x to x², which never raises an occupation in that range, and the other sends x to 2x − x², which never lowers one. Applying the first and then the second gives the double step 2x² − x⁴. The theorem says that this double step leaves the occupation (√5 − 1)/2 unchanged, and that n double steps in a row have derivative (6 − 2√5)ⁿ there, for every natural number n. It concerns a single real occupation number, with no density matrix. The proof gets the fixed point and the slope of one double step from the relation x² = 1 − x, which this occupation satisfies, and then calls on Mathlib's rule for the derivative of an iterate at a fixed point.

The failing Lean file:

```lean
import Mathlib

open Set Topology

namespace SP2AlternatingSlope

noncomputable section

/-- The SP2 polynomial that lowers an occupation number in `[0,1]`. -/
def lower (x : ℝ) : ℝ := x ^ 2

/-- The SP2 polynomial that raises an occupation number in `[0,1]`. -/
def raise (x : ℝ) : ℝ := 2 * x - x ^ 2

/-- The alternating SP2 double step: first lower, then raise. -/
def doubleStep (x : ℝ) : ℝ := raise (lower x)

/-- The double step is the quartic polynomial `2x² - x⁴`. -/
theorem doubleStep_eq (x : ℝ) : doubleStep x = 2 * x ^ 2 - x ^ 4 := by
  unfold doubleStep raise lower
  ring

/-- The slope of the double step at occupation `x` is `4x - 4x³`. -/
theorem hasDerivAt_doubleStep (x : ℝ) :
    HasDerivAt doubleStep (4 * x - 4 * x ^ 3) x := by
  have e : doubleStep = fun y : ℝ => 2 * y ^ 2 - y ^ 4 := funext doubleStep_eq
  rw [e]
  have h := ((hasDerivAt_pow 2 x).const_mul (2 : ℝ)).fun_sub (hasDerivAt_pow 4 x)
  exact h.congr_deriv (by norm_num; ring)

/-- The occupation `(√5 - 1)/2` is left fixed by the double step, and the slope of `n` double
steps there is `(6 - 2√5)ⁿ`. -/
theorem golden_fixedPoint (n : ℕ) :
    doubleStep ((√5 - 1) / 2) = (√5 - 1) / 2 ∧
      HasDerivAt doubleStep^[n] ((6 - 2 * √5) ^ n) ((√5 - 1) / 2) := by
  have h5 : √5 ^ 2 = (5 : ℝ) := Real.sq_sqrt (by norm_num)
  have hp : ((√5 - 1) / 2) ^ 2 = 1 - (√5 - 1) / 2 := by
    linear_combination h5 / 4
  have hfix : doubleStep ((√5 - 1) / 2) = (√5 - 1) / 2 := by
    rw [doubleStep_eq]
    linear_combination (-((√5 - 1) / 2) ^ 2 + (√5 - 1) / 2) * hp
  refine ⟨hfix, ?_⟩
  have hd : HasDerivAt doubleStep (6 - 2 * √5) ((√5 - 1) / 2) :=
    (hasDerivAt_doubleStep _).congr_deriv (by
      linear_combination (-4 * ((√5 - 1) / 2) + 4) * hp)
  exact hd.iterate hfix n

end

end SP2AlternatingSlope
```

Messages:

```
Main.lean:46:24: error: Application type mismatch: The argument
  n
has type
  ℕ
of sort `Type` but is expected to have type
  ?m.367 ?m.366 = ?m.366
of sort `Prop` in the application
  HasDerivAt.iterate ?m.366 ?m.369 n
Main.lean:46:8: error: Application type mismatch: The argument
  hd
has type
  HasDerivAt doubleStep (6 - 2 * √5) ((√5 - 1) / 2)
but is expected to have type
  HasDerivAt ?m.367 ?m.368 ?m.366
in the application
  HasDerivAt.iterate ?m.366 hd
```

Both errors come from the last line, where the arguments of `HasDerivAt.iterate` fall into the wrong places. The lemma takes the point explicitly as its first argument, then the derivative hypothesis, then the proof that the point is fixed, then the number of iterations. In `hd.iterate hfix n`, the dot notation puts `hd` in the second place, as the derivative hypothesis, and the other arguments fill the remaining places in order. So `hfix` is taken for the point, and `n` for the proof that it is fixed.

The first message reports this last mismatch: Lean expects a proof of an equation and is given a natural number. The second is about `hd`, which is a derivative at a real number, while the place of the point has gone to `hfix`, a proof. Lean therefore can't match the type of `hd` with the one the lemma expects. There is nothing wrong with `hd` itself.

The repair writes the lemma's name in full and puts `_` in the place of the point, which Lean can work out from the type of `hd`. Then `hd`, `hfix` and `n` each stand where the lemma expects them.

The repair, with which the file compiles:

```diff
@@ -44,5 +44,5 @@
     (hasDerivAt_doubleStep _).congr_deriv (by
       linear_combination (-4 * ((√5 - 1) / 2) + 4) * hp)
-  exact hd.iterate hfix n
+  exact HasDerivAt.iterate _ hd hfix n
 
 end
```
